# QR deflation error for a Hermitian matrix: a diagonal entry coupled by w to a block whose eigenvalues are at least δ away lies within ‖w‖²/δ of an eigenvalue

Take two levels, b and b + δ with δ > 0, coupled by a real number w:

H = [[b + δ, w], [w, b]].

A code that neglects the coupling reports b as an eigenvalue. To find the error, write a true eigenvalue as b + k. The characteristic equation is

k(k − δ) = w²,

and its root near zero is

k = −2w² / (δ + √(δ² + 4w²)).

The denominator is at least 2δ, so |k| ≤ w²/δ. The error is quadratic in the coupling because the other level is a distance δ away. If δ were zero, the eigenvalues would be b ± w and the error would be linear.

## The bound for a block of any finite size

Let M be a Hermitian matrix, real symmetric matrices included, w a vector and b a real number. Write w† for the conjugate transpose of w, and set

H = [[M, w], [w†, b]].

Suppose that every eigenvalue of M is at distance at least δ > 0 from b. Then H has an eigenvalue l with

|l − b| ≤ ‖w‖²/δ.

The same eigenvalue can be chosen to satisfy the sharper inequality

(l − b)² (δ² + ‖w‖²) ≤ ‖w‖⁴.

Neither bound requires w to be small. The sharper one also gives |l − b| ≤ ‖w‖, which is the better estimate when ‖w‖ exceeds δ.

## Accepting an eigenvalue in symmetric QR

With a suitable shift, symmetric QR iteration drives the coupling between the last row and the rest of the matrix towards zero. Once the coupling is small enough, the code sets it to zero, accepts b as an eigenvalue and continues with M. A code may also split the matrix into two larger blocks at a small interior coupling; the theorem does not cover that step. For a tridiagonal matrix, w has at most one nonzero entry, the last off-diagonal element β, and the error bound is β²/δ. With |β| = 10⁻⁶ and δ = 10⁻², this is 10⁻¹⁰.

The gap is measured to the eigenvalues of M, which are usually unknown at the moment of deflation. When the rest of the run has produced them, their distances from b give an estimate of δ.

In electronic structure, the bound limits the shift of one level weakly coupled to a finite set of others, provided that the Hamiltonian is a Hermitian matrix in an orthonormal basis and the level is separated from the spectrum of the remaining block. The shift given by second-order perturbation theory is also at most ‖w‖²/δ in magnitude, but the bound proved here applies to an exact eigenvalue of the matrix.

## From a trial vector to the eigenvalue error

**A residual locates an eigenvalue.** Let A be a Hermitian matrix of nonzero size with orthonormal eigenvectors uⱼ and eigenvalues aⱼ, and let l be an eigenvalue nearest to b. For any vector x,

uⱼ†(A − b)x = (aⱼ − b) uⱼ†x.

Taking squared moduli, summing over j and using |aⱼ − b| ≥ |l − b| gives

(l − b)² ‖x‖² ≤ ‖(A − b)x‖².

**The gap bounds the correction vector.** Since b is not an eigenvalue of M, the matrix M − b is invertible, and (M − b)y = w has a solution y. The residual inequality for M, whose nearest eigenvalue is at least δ away from b, gives

δ² ‖y‖² ≤ ‖w‖².

If M has size zero, both sides are zero.

**The trial vector cancels the coupling.** Apply H − b to (−y, 1):

(H − b)(−y, 1) = (−(M − b)y + w, −w†y) = (0, −w†y).

The trial vector has squared norm 1 + ‖y‖². After normalisation, its residual norm is therefore |w†y| / √(1 + ‖y‖²).

Now let l be an eigenvalue of H nearest to b, and write r = l − b, W = ‖w‖² and Y = ‖y‖². The residual inequality for H, followed by Cauchy–Schwarz, gives

r²(1 + Y) ≤ |w†y|² ≤ WY.

This forces r² ≤ W, since r² > W would make the left side larger than WY. Rearranging gives r² ≤ (W − r²)Y. Multiply by δ² and use δ²Y ≤ W:

δ²r² ≤ (W − r²)W.

This is r²(δ² + W) ≤ W², the sharper inequality. Dropping the nonnegative term r²W leaves δ²r² ≤ W², and the square root gives |r| ≤ W/δ.

**The leading term is attained.** In the two-level example, every eigenvalue b + k satisfies

|k| ≥ w²/δ − w⁴/δ³.

The characteristic equation rules out 0 < k < δ, because k(k − δ) would be negative. If k ≥ δ, put t = w²/δ². The right side is δ(t − t²), which is at most δ/4. If k ≤ 0, put s = −k, so that w² = s(s + δ) and

δ²w² − w⁴ = δ³s − s³(s + 2δ) ≤ δ³s.

Division by δ³ gives the claim. The coefficient 1 in front of w²/δ therefore cannot be lowered in a bound that holds for all small couplings.

## The Lean file

```lean
import Mathlib

open Matrix

namespace QRDeflationError

variable {𝕜 n : Type*} [RCLike 𝕜]

/-- The squared Euclidean norm of a real or complex vector. -/
def sqNorm {m : Type*} [Fintype m] (v : m → 𝕜) : ℝ := ∑ i, ‖v i‖ ^ 2

/-- The real number `l` is an eigenvalue of `A`: some nonzero vector `v` has `A v = l v`. -/
def IsEigenvalue {m : Type*} [Fintype m] (A : Matrix m m 𝕜) (l : ℝ) : Prop :=
  ∃ v : m → 𝕜, v ≠ 0 ∧ A *ᵥ v = (l : 𝕜) • v

/-- The block matrix `[[M, w], [w†, b]]`, with last diagonal entry `b` and coupling column `w`. -/
def bordered (M : Matrix n n 𝕜) (w : n → 𝕜) (b : ℝ) : Matrix (n ⊕ Unit) (n ⊕ Unit) 𝕜 :=
  Matrix.fromBlocks M (Matrix.of fun i _ => w i) (Matrix.of fun _ j => star (w j))
    (Matrix.of fun _ _ => (b : 𝕜))

/-- If `M` is Hermitian, so is the block matrix `[[M, w], [w†, b]]` with real `b`. -/
theorem bordered_isHermitian {M : Matrix n n 𝕜} (hM : M.IsHermitian) (w : n → 𝕜) (b : ℝ) :
    (bordered M w b).IsHermitian := by
  apply Matrix.IsHermitian.ext
  rintro (i | i) (j | j)
  · exact hM.apply i j
  · simp [bordered]
  · simp [bordered]
  · simp [bordered]

variable [Fintype n]

/-- The block matrix sends `(x, c)` to `(M x + c w, w† x + b c)`. -/
theorem bordered_mulVec (M : Matrix n n 𝕜) (w x : n → 𝕜) (b : ℝ) (c : 𝕜) :
    bordered M w b *ᵥ Sum.elim x (fun _ => c) =
      Sum.elim (M *ᵥ x + c • w) (fun _ => star w ⬝ᵥ x + (b : 𝕜) * c) := by
  funext i
  rcases i with i | i <;>
    simp [bordered, Matrix.mulVec, dotProduct, Fintype.sum_sum_type, mul_comm]

variable [DecidableEq n]

/-- A Hermitian matrix `A` of nonzero size has, for each real `b`, an eigenvalue `l` such that
`|l - b| ‖x‖` is at most the residual norm `‖(A - b) x‖` for every trial vector `x`. -/
theorem exists_nearest_eigenvalue [Nonempty n] {A : Matrix n n 𝕜} (hA : A.IsHermitian) (b : ℝ) :
    ∃ l : ℝ, IsEigenvalue A l ∧
      ∀ x : n → 𝕜, (l - b) ^ 2 * sqNorm x ≤ sqNorm (A *ᵥ x - (b : 𝕜) • x) := by
  have heig : ∀ j, A *ᵥ (hA.eigenvectorBasis j).ofLp =
      (hA.eigenvalues j : 𝕜) • (hA.eigenvectorBasis j).ofLp := fun j =>
    (hA.mulVec_eigenvectorBasis j).trans
      (by funext i; simp [RCLike.real_smul_eq_coe_mul])
  -- Parseval's identity in the eigenbasis
  have hpars : ∀ v : n → 𝕜,
      sqNorm v = ∑ j, ‖star (hA.eigenvectorBasis j).ofLp ⬝ᵥ v‖ ^ 2 := by
    intro v
    have h := hA.eigenvectorBasis.sum_sq_norm_inner_right (WithLp.toLp 2 v)
    rw [EuclideanSpace.norm_sq_eq] at h
    simp only [EuclideanSpace.inner_eq_star_dotProduct] at h
    exact h.symm.trans (Finset.sum_congr rfl fun j _ => by rw [dotProduct_comm])
  -- the eigenvalue closest to b
  obtain ⟨k, hk⟩ := Finite.exists_min (fun j => |hA.eigenvalues j - b|)
  refine ⟨hA.eigenvalues k, ⟨(hA.eigenvectorBasis k).ofLp, ?_, heig k⟩, fun x => ?_⟩
  · intro h
    exact hA.eigenvectorBasis.orthonormal.ne_zero k (PiLp.ext fun i => congrFun h i)
  · rw [hpars x, hpars (A *ᵥ x - (b : 𝕜) • x), Finset.mul_sum]
    refine Finset.sum_le_sum fun j _ => ?_
    have hv : star (hA.eigenvectorBasis j).ofLp ᵥ* A =
        star ((hA.eigenvalues j : 𝕜) • (hA.eigenvectorBasis j).ofLp) := by
      rw [← heig j, Matrix.star_mulVec, hA.eq]
    have hc : star (hA.eigenvectorBasis j).ofLp ⬝ᵥ (A *ᵥ x - (b : 𝕜) • x) =
        ((hA.eigenvalues j - b : ℝ) : 𝕜) * (star (hA.eigenvectorBasis j).ofLp ⬝ᵥ x) := by
      rw [dotProduct_sub, Matrix.dotProduct_mulVec, hv, star_smul, smul_dotProduct,
        dotProduct_smul, smul_eq_mul, smul_eq_mul, RCLike.star_def, RCLike.conj_ofReal]
      push_cast
      ring
    rw [hc, norm_mul, RCLike.norm_ofReal, mul_pow, sq_abs]
    exact mul_le_mul_of_nonneg_right (sq_le_sq.mpr (hk j)) (sq_nonneg _)

/-- If every eigenvalue of the Hermitian matrix `M` is at distance at least `δ > 0` from `b`, then
`(M - b) y = w` has a solution with `δ ‖y‖ ≤ ‖w‖`. -/
theorem exists_decoupling_vector {M : Matrix n n 𝕜} (hM : M.IsHermitian) (w : n → 𝕜) {b δ : ℝ}
    (hδ : 0 < δ) (hgap : ∀ m, IsEigenvalue M m → δ ≤ |m - b|) :
    ∃ y : n → 𝕜, M *ᵥ y - (b : 𝕜) • y = w ∧ δ ^ 2 * sqNorm y ≤ sqNorm w := by
  -- b is not an eigenvalue of M, so M - b is injective and hence surjective
  have hinj : Function.Injective
      (M.mulVecLin - (b : 𝕜) • (LinearMap.id : (n → 𝕜) →ₗ[𝕜] (n → 𝕜))) := by
    rw [← LinearMap.ker_eq_bot, LinearMap.ker_eq_bot']
    intro v hv
    have hv' : M *ᵥ v - (b : 𝕜) • v = 0 := hv
    by_contra h0
    have h := hgap b ⟨v, h0, sub_eq_zero.mp hv'⟩
    rw [sub_self, abs_zero] at h
    linarith
  obtain ⟨y, hy⟩ := LinearMap.injective_iff_surjective.mp hinj w
  have hy' : M *ᵥ y - (b : 𝕜) • y = w := hy
  refine ⟨y, hy', ?_⟩
  rcases isEmpty_or_nonempty n with hn | hn
  · simp [sqNorm]
  · obtain ⟨m, hm, hmin⟩ := exists_nearest_eigenvalue hM b
    have h := hmin y
    rw [hy'] at h
    refine le_trans (mul_le_mul_of_nonneg_right ?_ (by unfold sqNorm; positivity)) h
    rw [← sq_abs (m - b)]
    exact pow_le_pow_left₀ hδ.le (hgap m hm) 2

/-- If every eigenvalue of the Hermitian matrix `M` is at distance at least `δ > 0` from `b`, then
`[[M, w], [w†, b]]` has an eigenvalue `l` with `(l - b)² (δ² + ‖w‖²) ≤ ‖w‖⁴`. -/
theorem deflation_error_refined {M : Matrix n n 𝕜} (hM : M.IsHermitian) (w : n → 𝕜) {b δ : ℝ}
    (hδ : 0 < δ) (hgap : ∀ m, IsEigenvalue M m → δ ≤ |m - b|) :
    ∃ l, IsEigenvalue (bordered M w b) l ∧
      (l - b) ^ 2 * (δ ^ 2 + sqNorm w) ≤ sqNorm w ^ 2 := by
  obtain ⟨y, hy, hyb⟩ := exists_decoupling_vector hM w hδ hgap
  obtain ⟨l, hl, hmin⟩ := exists_nearest_eigenvalue (bordered_isHermitian hM w b) b
  refine ⟨l, hl, ?_⟩
  -- the trial vector (-y, 1) leaves a residual in the last component only
  have h := hmin (Sum.elim (-y) fun _ => (1 : 𝕜))
  have hres : bordered M w b *ᵥ Sum.elim (-y) (fun _ => (1 : 𝕜)) -
      (b : 𝕜) • Sum.elim (-y) (fun _ => (1 : 𝕜)) =
      Sum.elim (0 : n → 𝕜) (fun _ => -(star w ⬝ᵥ y)) := by
    rw [bordered_mulVec]
    funext i
    rcases i with i | i
    · have hi := congrFun hy i
      simp only [Pi.sub_apply, Pi.smul_apply, smul_eq_mul] at hi
      simp only [Pi.sub_apply, Pi.smul_apply, Sum.elim_inl, Pi.add_apply, Matrix.mulVec_neg,
        Pi.neg_apply, smul_eq_mul, Pi.zero_apply]
      linear_combination -hi
    · simp only [Pi.sub_apply, Pi.smul_apply, Sum.elim_inr, dotProduct_neg, smul_eq_mul]
      ring
  have hn1 : sqNorm (Sum.elim (-y) fun _ : Unit => (1 : 𝕜)) = sqNorm y + 1 := by
    simp [sqNorm, Fintype.sum_sum_type]
  have hn2 : sqNorm (Sum.elim (0 : n → 𝕜) fun _ : Unit => -(star w ⬝ᵥ y)) =
      ‖star w ⬝ᵥ y‖ ^ 2 := by
    simp [sqNorm, Fintype.sum_sum_type]
  rw [hres, hn1, hn2] at h
  -- Cauchy-Schwarz for the remaining component
  have hcs : ‖star w ⬝ᵥ y‖ ^ 2 ≤ sqNorm w * sqNorm y := by
    have h1 : ‖star w ⬝ᵥ y‖ ≤ ∑ i, ‖w i‖ * ‖y i‖ := by
      refine (norm_sum_le _ _).trans (le_of_eq ?_)
      exact Finset.sum_congr rfl fun i _ => by rw [norm_mul, Pi.star_apply, norm_star]
    exact (pow_le_pow_left₀ (norm_nonneg _) h1 2).trans
      (Finset.sum_mul_sq_le_sq_mul_sq _ _ _)
  have h' := h.trans hcs
  have hY : 0 ≤ sqNorm y := by unfold sqNorm; positivity
  have hW : 0 ≤ sqNorm w := by unfold sqNorm; positivity
  have hqW : (l - b) ^ 2 ≤ sqNorm w := by
    by_contra hlt
    have hlt' := not_le.mp hlt
    nlinarith [mul_nonneg (sub_nonneg.2 hlt'.le) hY]
  nlinarith [mul_le_mul_of_nonneg_left hyb (sub_nonneg.2 hqW),
    mul_le_mul_of_nonneg_left h' (sq_nonneg δ)]

/-- QR deflation error: if every eigenvalue of the Hermitian matrix `M` is at distance at least
`δ > 0` from `b`, then `[[M, w], [w†, b]]` has an eigenvalue `l` with `|l - b| ≤ ‖w‖² / δ`. -/
theorem deflation_error {M : Matrix n n 𝕜} (hM : M.IsHermitian) (w : n → 𝕜) {b δ : ℝ}
    (hδ : 0 < δ) (hgap : ∀ m, IsEigenvalue M m → δ ≤ |m - b|) :
    ∃ l, IsEigenvalue (bordered M w b) l ∧ |l - b| ≤ sqNorm w / δ := by
  obtain ⟨l, hl, h⟩ := deflation_error_refined hM w hδ hgap
  have hW : 0 ≤ sqNorm w := by unfold sqNorm; positivity
  refine ⟨l, hl, ?_⟩
  rw [le_div_iff₀ hδ]
  refine (sq_le_sq₀ (by positivity) hW).mp ?_
  rw [mul_pow, sq_abs]
  nlinarith [mul_nonneg (sq_nonneg (l - b)) hW]

/-- For `δ > 0`, every eigenvalue `l` of the real matrix `[[b + δ, w], [w, b]]` satisfies
`|l - b| ≥ w² / δ - w⁴ / δ³`. -/
theorem deflation_error_sharp {b δ w l : ℝ} (hδ : 0 < δ)
    (hl : IsEigenvalue (bordered (𝕜 := ℝ) (Matrix.of fun _ _ : Unit => b + δ) (fun _ => w) b) l) :
    w ^ 2 / δ - w ^ 4 / δ ^ 3 ≤ |l - b| := by
  obtain ⟨v, hv, he⟩ := hl
  obtain ⟨k, rfl⟩ : ∃ k, l = b + k := ⟨l - b, by ring⟩
  have h1 := congrFun he (Sum.inl ())
  have h2 := congrFun he (Sum.inr ())
  simp [bordered, Matrix.mulVec, dotProduct, Fintype.sum_sum_type] at h1 h2
  -- the characteristic equation for the shift k = l - b
  have hq : k * (k - δ) = w ^ 2 := by
    by_contra hne
    have hx : v (Sum.inl ()) = 0 := (mul_eq_zero.mp
      (show (k * (k - δ) - w ^ 2) * v (Sum.inl ()) = 0 by
        linear_combination -k * h1 - w * h2)).resolve_left (sub_ne_zero.2 hne)
    have hy : v (Sum.inr ()) = 0 := (mul_eq_zero.mp
      (show (k * (k - δ) - w ^ 2) * v (Sum.inr ()) = 0 by
        linear_combination -(k - δ) * h2 - w * h1)).resolve_left (sub_ne_zero.2 hne)
    apply hv
    funext i
    rcases i with ⟨⟩ | ⟨⟩
    · exact hx
    · exact hy
  have key : w ^ 2 / δ - w ^ 4 / δ ^ 3 = (δ ^ 2 * w ^ 2 - w ^ 4) / δ ^ 3 := by
    field_simp
  rw [add_sub_cancel_left, key, div_le_iff₀ (by positivity)]
  rcases le_or_gt δ k with hk | hk
  · -- the distant eigenvalue
    rw [abs_of_nonneg (hδ.le.trans hk)]
    nlinarith [sq_nonneg (w ^ 2 - δ ^ 2 / 2), pow_pos hδ 4,
      mul_nonneg (sub_nonneg.2 hk) (pow_pos hδ 3).le]
  · -- the eigenvalue near b
    have hk0 : k ≤ 0 := by
      by_contra hpos
      nlinarith [mul_pos (not_le.mp hpos) (sub_pos.2 hk), sq_nonneg w]
    have hw4 : w ^ 4 = (k * (k - δ)) ^ 2 := by rw [hq]; ring
    have hnn : 0 ≤ k ^ 2 * (k ^ 2 + 2 * (δ * -k)) :=
      mul_nonneg (sq_nonneg k)
        (add_nonneg (sq_nonneg k) (mul_nonneg zero_le_two (mul_nonneg hδ.le (neg_nonneg.2 hk0))))
    rw [abs_of_nonpos hk0, hw4, ← hq]
    nlinarith [hnn]

end QRDeflationError
```

```lean
#print axioms QRDeflationError.deflation_error
-- 'QRDeflationError.deflation_error' depends on axioms: [propext, Classical.choice, Quot.sound]
#print axioms QRDeflationError.deflation_error_sharp
-- 'QRDeflationError.deflation_error_sharp' depends on axioms: [propext, Classical.choice, Quot.sound]
```

## Reading the theorems as statements about matrices

The scalar type `𝕜` is ℝ or ℂ, and the finite type `n` labels the rows of M. `bordered M w b` is H, with rows labelled by `n ⊕ Unit`; the single element of `Unit` labels the last row. Its lower-left block contains the conjugates of the entries of w.

`sqNorm w` is already the squared Euclidean norm, so `sqNorm w / δ` means ‖w‖²/δ. `IsEigenvalue A l` says that the real number l has a nonzero eigenvector, which need not be normalised. Restricting l to real values loses nothing for Hermitian matrices.

In `deflation_error`, `hM` states that M is Hermitian. The hypothesis `hgap` stands for the energy separation between the level b and the levels of the remaining block; δ may be any positive lower bound on that separation. In `deflation_error_sharp`, M is a single real entry and `w` is a real number.

## How the lemmas divide the argument

`exists_nearest_eigenvalue` is the residual inequality. Inside it, `hpars` is Parseval's identity, `Finite.exists_min` selects the nearest eigenvalue, and `hc` computes each component of the residual.

`exists_decoupling_vector` constructs y. It uses `hgap` twice: first to show that b is not an eigenvalue of M, so that M − b is injective and hence surjective, and then to bound the length of y. The empty block is treated separately.

`bordered_isHermitian` allows the residual inequality to be applied to H, and `bordered_mulVec` gives the action of H on a vector written in two parts. In `deflation_error_refined`, `hres` is the cancellation in the trial residual, `hcs` is Cauchy–Schwarz and `hqW` is r² ≤ W. The final `nlinarith` adds two inequalities: r²(1 + Y) ≤ WY multiplied by δ², and δ²Y ≤ W multiplied by W − r². `deflation_error` then drops the extra term and takes the square root.

For the two-level matrix, `hq` is the characteristic equation: if it failed, both components of the eigenvector would vanish. The remaining case split is the one between k ≥ δ and k ≤ 0.

## What a code must still supply

Despite the name "QR deflation error", the theorems concern one finite Hermitian matrix and contain no QR iteration, shift strategy or convergence claim. The user must still supply a lower bound δ on the gap and account for errors made before the deflation. At the first deflation, the matrix held in memory is unitarily similar to the input matrix up to rounding. At later ones, H is the remaining block, and the couplings already set to zero contribute as well. For a bound relative to the input matrix, these errors have to be added.

The result gives the existence of an eigenvalue near b. It does not match the accepted values one to one with the eigenvalues of H, and it bounds neither the eigenvector error nor the change in the other eigenvalues when the code continues with M.
